# The translation sum rule decides whether the acoustic spin-phonon mode strength vanishes or diverges at long wavelength

Computed derivatives of a spin parameter, such as a hyperfine constant, carry small numerical errors. If these errors make the parameter respond to a rigid shift of all atoms, long acoustic waves couple to the spin far too strongly, and a relaxation calculation picks up a contribution that is an artefact. The problems below trace this error, and a way to remove it, in a model with finitely many atoms and one acoustic branch of linear dispersion.

## The wave, its strength and the correction

Atom k has a real position x_k along the propagation direction and a complex coupling derivative g_k, taken with respect to its displacement along the polarisation direction. The atoms are labelled by a finite type `ι`.

In Lean 4 with Mathlib:

```lean
import Mathlib

open Filter Topology

namespace SpinPhononSumRule

noncomputable section

variable {ι : Type*} [Fintype ι]
```

A plane wave of wave number q displaces atom k in proportion to exp(iq x_k), so to first order the spin parameter couples to it through

F(q) = Σ_k g_k exp(iq x_k).

Every atom has the same amplitude. In a crystal with several atoms per cell the amplitudes can differ at first order in q, which this model ignores.

```lean
/-- Coupling of a spin parameter to a plane displacement wave of wave number `q`, for atoms at
positions `x k` with coupling derivatives `g k`. -/
def acousticCoupling (g : ι → ℂ) (x : ι → ℝ) (q : ℝ) : ℂ :=
  ∑ k, g k * Complex.exp (Complex.I * (q : ℂ) * (x k : ℂ))
```

The squared zero-point amplitude of a mode is proportional to 1/ω, and hence to 1/q for linear dispersion. Without the positive constant prefactors, the mode strength is

S(q) = |F(q)|²/q.

This is the strength of one mode; a relaxation rate also contains the density of states and thermal occupations.

```lean
/-- Squared coupling to one acoustic mode of wave number `q > 0`, including the factor `1 / q` of
the squared zero-point amplitude for linear dispersion; constant prefactors are dropped. -/
def modeStrength (g : ι → ℂ) (x : ι → ℝ) (q : ℝ) : ℝ :=
  ‖acousticCoupling g x q‖ ^ 2 / q
```

For real weights w_k, the corrected derivatives are

h_k = g_k − w_k Σ_j g_j.

```lean
/-- Corrected coupling derivative of atom `k`: the derivative `g k` minus `w k` times the total
`∑ j, g j`, for real weights `w`. -/
def correctedDerivative (g : ι → ℂ) (w : ι → ℝ) (k : ι) : ℂ :=
  g k - (w k : ℂ) * ∑ j, g j
```

## (a) Displacing all atoms equally

Let A(u) be a spin parameter that depends on the atomic displacements u_k, is differentiable at equilibrium u = 0, and keeps its equilibrium value when all atoms move by the same t. With g_k = ∂A/∂u_k at u = 0, show that

Σ_k g_k = 0.

**Solution.** The function t ↦ A(t, …, t) is constant. By the chain rule its derivative at t = 0 is

0 = Σ_k (∂A/∂u_k) · 1 = Σ_k g_k.

```lean
/-- Translation sum rule: if a spin parameter `A`, differentiable at equilibrium, is unchanged
when all atoms are displaced equally, its derivatives with respect to the single atomic
displacements add up to zero. -/
theorem sum_rule_of_translation_invariance [DecidableEq ι] (A : (ι → ℝ) → ℂ)
    (A' : (ι → ℝ) →L[ℝ] ℂ) (hA : HasFDerivAt A A' 0)
    (hinv : ∀ t : ℝ, A (fun _ => t) = A 0) :
    ∑ k, A' (Pi.single k 1) = 0 := by
  -- differentiate along the uniform displacement
  have hline : HasDerivAt (fun t : ℝ => (fun _ : ι => t)) (fun _ => 1) 0 :=
    hasDerivAt_pi.2 (fun _ => hasDerivAt_id _)
  have hA0 : HasFDerivAt A A' ((fun t : ℝ => (fun _ : ι => t)) 0) := hA
  have h := hA0.comp_hasDerivAt (0 : ℝ) hline
  have he : (A ∘ fun t : ℝ => (fun _ : ι => t)) = fun _ => A 0 := funext hinv
  rw [he] at h
  have hzero : A' (fun _ => 1) = 0 := h.unique (hasDerivAt_const (0 : ℝ) (A 0))
  -- the uniform displacement is the sum of the single-atom displacements
  have hsum : ∑ k : ι, (Pi.single k (1 : ℝ) : ι → ℝ) = fun _ => 1 := by
    ext j
    simp [Finset.sum_apply, Pi.single_apply]
  rw [← map_sum, hsum, hzero]
```

Here `A'` is the total derivative and `A' (Pi.single k 1)` is g_k, the response to moving atom k alone. The hypothesis `hinv` holds when space is homogeneous, so that only relative positions matter to the spin parameter; the proof needs it only for uniform displacements from equilibrium. The chain rule and the uniqueness of derivatives give `hzero`; `hsum` splits the uniform displacement into single-atom ones. The remaining parts do not assume that g comes from such an A, so g can also hold computed values that violate the rule; where a part needs a condition on Σ_k g_k, it says so.

## (b) The coupling at zero wave number

Show that

F(0) = Σ_k g_k.

**Solution.** Each exponential equals exp(0) = 1.

```lean
/-- At zero wave number the coupling is the sum of all coupling derivatives. -/
theorem acousticCoupling_zero (g : ι → ℂ) (x : ι → ℝ) :
    acousticCoupling g x 0 = ∑ k, g k := by
  simp [acousticCoupling]
```

Unfolding the definition and simplifying is enough.

## (c) The slope at zero wave number

Show that

F′(0) = i Σ_k g_k x_k.

**Solution.** The derivative of g_k exp(iq x_k) with respect to q is i x_k g_k exp(iq x_k). Set q = 0 and sum over k.

```lean
/-- The slope of the coupling at zero wave number is `i` times the first moment of the coupling
derivatives. -/
theorem hasDerivAt_acousticCoupling (g : ι → ℂ) (x : ι → ℝ) :
    HasDerivAt (acousticCoupling g x) (∑ k, g k * (Complex.I * (x k : ℂ))) 0 := by
  have h0 : HasDerivAt (fun q : ℝ => (q : ℂ)) 1 0 := by
    simpa using (hasDerivAt_id (0 : ℝ)).ofReal_comp
  have hk : ∀ k, HasDerivAt
      (fun q : ℝ => g k * Complex.exp (Complex.I * (q : ℂ) * (x k : ℂ)))
      (g k * (Complex.I * (x k : ℂ))) 0 := fun k =>
    (((h0.const_mul Complex.I).mul_const (x k : ℂ)).cexp.const_mul (g k)).congr_deriv
      (by simp)
  exact HasDerivAt.fun_sum (u := Finset.univ) (fun k _ => hk k)
```

The statement keeps the factor i inside the sum. `h0` differentiates the real variable q regarded as a complex number, `hk` treats one atom, and `HasDerivAt.fun_sum` adds the terms.

## (d) The linear law under the sum rule

Assume that the g_k add up to zero. Show that, as q → 0⁺,

S(q)/q → |Σ_k g_k x_k|².

**Solution.** By (b), F(0) = 0, so F(q)/q = (F(q) − F(0))/q → F′(0). For q > 0,

S(q)/q = |F(q)|²/q² = |F(q)/q|² → |F′(0)|² = |i Σ_k g_k x_k|² = |Σ_k g_k x_k|².

```lean
/-- When the sum rule holds, the mode strength divided by `q` tends to the squared modulus of the
first moment of the coupling derivatives as `q` tends to zero from above. -/
theorem modeStrength_div_tendsto (g : ι → ℂ) (x : ι → ℝ) (hg : ∑ k, g k = 0) :
    Tendsto (fun q => modeStrength g x q / q) (𝓝[>] 0)
      (𝓝 (‖∑ k, g k * (x k : ℂ)‖ ^ 2)) := by
  have h := ((hasDerivAt_acousticCoupling g x).tendsto_slope_zero_right.norm).pow 2
  -- the factor `i` has modulus one
  have hD : ‖∑ k, g k * (Complex.I * (x k : ℂ))‖ = ‖∑ k, g k * (x k : ℂ)‖ := by
    have : ∑ k, g k * (Complex.I * (x k : ℂ)) = Complex.I * ∑ k, g k * (x k : ℂ) := by
      rw [Finset.mul_sum]
      exact Finset.sum_congr rfl (fun k _ => by ring)
    rw [this, norm_mul, Complex.norm_I, one_mul]
  rw [hD] at h
  refine h.congr' ?_
  filter_upwards [self_mem_nhdsWithin] with q hq
  have hq0 : 0 < q := hq
  rw [acousticCoupling_zero, hg, sub_zero, zero_add, norm_smul, norm_inv, Real.norm_eq_abs,
    abs_of_pos hq0, modeStrength]
  field_simp
```

The filter `𝓝[>] 0` means that q approaches zero through positive values. The first line of the proof takes the limit of the difference quotient and squares its modulus, `hD` removes the factor i, and the last lines identify the squared quotient with S(q)/q for q > 0.

## (e) The limit when the rule holds

Under the same assumption, show that

S(q) → 0 as q → 0⁺.

**Solution.** Write S(q) = (S(q)/q) · q. The first factor has a finite limit by (d), and the second tends to zero.

```lean
/-- When the sum rule holds, the mode strength vanishes in the long-wavelength limit. -/
theorem modeStrength_tendsto_zero (g : ι → ℂ) (x : ι → ℝ) (hg : ∑ k, g k = 0) :
    Tendsto (modeStrength g x) (𝓝[>] 0) (𝓝 0) := by
  have hid : Tendsto (fun q : ℝ => q) (𝓝[>] 0) (𝓝 0) :=
    tendsto_id.mono_left nhdsWithin_le_nhds
  have h := (modeStrength_div_tendsto g x hg).mul hid
  rw [mul_zero] at h
  refine h.congr' ?_
  filter_upwards [self_mem_nhdsWithin] with q hq
  have hq0 : 0 < q := hq
  exact div_mul_cancel₀ _ hq0.ne'
```

The product of the two limits is `h`; the final step cancels q, which is allowed because q > 0.

## (f) The limit when the rule fails

Now let Σ_k g_k ≠ 0. Show that

S(q) → ∞ as q → 0⁺.

**Solution.** F is continuous at zero, so |F(q)|² → |Σ_k g_k|² > 0, while 1/q → ∞. Their product diverges.

```lean
/-- When the sum rule is violated, the mode strength diverges in the long-wavelength limit. -/
theorem modeStrength_tendsto_atTop (g : ι → ℂ) (x : ι → ℝ) (hg : ∑ k, g k ≠ 0) :
    Tendsto (modeStrength g x) (𝓝[>] 0) atTop := by
  have hF : Tendsto (fun q => ‖acousticCoupling g x q‖ ^ 2) (𝓝[>] 0)
      (𝓝 (‖∑ k, g k‖ ^ 2)) := by
    have h := (hasDerivAt_acousticCoupling g x).continuousAt.tendsto
    rw [acousticCoupling_zero] at h
    exact ((h.mono_left nhdsWithin_le_nhds).norm).pow 2
  have hpos : 0 < ‖∑ k, g k‖ ^ 2 := pow_pos (norm_pos_iff.2 hg) 2
  -- a positive limit times the diverging zero-point factor
  refine (hF.pos_mul_atTop hpos tendsto_inv_nhdsGT_zero).congr (fun q => ?_)
  rw [modeStrength, div_eq_mul_inv]
```

Divergence to infinity is written `atTop`. `hF` is the limit of |F(q)|², `hpos` its positivity, and `pos_mul_atTop` combines them with the divergence of 1/q.

## (g) Both implications reversed

Show that, as q → 0⁺,

S(q) → 0 ⇔ Σ_k g_k = 0,

S(q) → ∞ ⇔ Σ_k g_k ≠ 0.

**Solution.** Parts (e) and (f) give the implications from right to left. Conversely, if S(q) → 0 while the sum were non-zero, (f) would also give S(q) → ∞, and no function does both. The second equivalence follows in the same way from (e).

```lean
/-- As the wave number tends to zero from above, the acoustic mode strength tends to zero exactly
when the coupling derivatives add up to zero, and to infinity exactly when they do not. -/
theorem translation_sum_rule_dichotomy (g : ι → ℂ) (x : ι → ℝ) :
    (Tendsto (modeStrength g x) (𝓝[>] 0) (𝓝 0) ↔ ∑ k, g k = 0) ∧
      (Tendsto (modeStrength g x) (𝓝[>] 0) atTop ↔ ∑ k, g k ≠ 0) := by
  refine ⟨⟨fun h => ?_, modeStrength_tendsto_zero g x⟩,
    ⟨fun h hg => ?_, modeStrength_tendsto_atTop g x⟩⟩
  · by_contra hg
    exact not_tendsto_nhds_of_tendsto_atTop (modeStrength_tendsto_atTop g x hg) 0 h
  · exact not_tendsto_nhds_of_tendsto_atTop h 0 (modeStrength_tendsto_zero g x hg)
```

The exclusion of the two limits is `not_tendsto_nhds_of_tendsto_atTop`, used once for each equivalence.

## (h) Repairing computed derivatives

Let Σ_k w_k = 1, as for equal weights or for atomic masses divided by the total mass. Show that the mode strength S_h, built from the h_k in place of the g_k, satisfies

S_h(q) → 0 as q → 0⁺.

**Solution.** The corrected derivatives obey the sum rule,

Σ_k h_k = Σ_k g_k − (Σ_k w_k)(Σ_j g_j) = 0,

and (e) applies.

```lean
/-- Subtracting the total of the coupling derivatives, shared among the atoms with weights that
add up to one, makes the mode strength vanish in the long-wavelength limit. -/
theorem corrected_modeStrength_tendsto_zero (g : ι → ℂ) (x w : ι → ℝ) (hw : ∑ k, w k = 1) :
    Tendsto (modeStrength (correctedDerivative g w) x) (𝓝[>] 0) (𝓝 0) := by
  apply modeStrength_tendsto_zero
  have hwC : ∑ k, (w k : ℂ) = 1 := by exact_mod_cast hw
  simp only [correctedDerivative]
  rw [Finset.sum_sub_distrib, ← Finset.sum_mul, hwC, one_mul, sub_self]

end

end SpinPhononSumRule
```

The proof reduces the claim to this sum by `modeStrength_tendsto_zero`; `hwC` carries the condition on the weights over to complex numbers. The correction removes the divergence for any input, but it does not make the individual derivatives accurate, and the linear coefficient from (d) can depend on the weights chosen.

```lean
#print axioms SpinPhononSumRule.sum_rule_of_translation_invariance
#print axioms SpinPhononSumRule.modeStrength_tendsto_atTop
#print axioms SpinPhononSumRule.translation_sum_rule_dichotomy
#print axioms SpinPhononSumRule.corrected_modeStrength_tendsto_zero
```

```
'SpinPhononSumRule.sum_rule_of_translation_invariance' depends on axioms: [propext, Classical.choice, Quot.sound]
'SpinPhononSumRule.modeStrength_tendsto_atTop' depends on axioms: [propext, Classical.choice, Quot.sound]
'SpinPhononSumRule.translation_sum_rule_dichotomy' depends on axioms: [propext, Classical.choice, Quot.sound]
'SpinPhononSumRule.corrected_modeStrength_tendsto_zero' depends on axioms: [propext, Classical.choice, Quot.sound]
```
